# On n qubits, at most 2n+1 Hermitian matrices can square to one and mutually anticommute, and 2n+1 is attained

A system of \(2n+2\) Majorana modes with fixed total parity has a state space of dimension \(2^n\), so its state vector fits on \(n\) qubits. A code that also stores the \(2n+2\) single Majorana operators as matrices of that size is asking for something that doesn't exist. At least one of the required relations fails, and a Hamiltonian assembled from those matrices may belong to a different model. Products of two Majorana operators do act within the fixed-parity space, but a single one changes the parity and leaves it.

## The bound for qubits and for any matrix size

Let \(\gamma_0,\dots,\gamma_{m-1}\) be complex \(d\times d\) matrices with
\[
\gamma_i^\dagger=\gamma_i,\qquad \gamma_i^2=1,\qquad \gamma_i\gamma_j=-\gamma_j\gamma_i\quad(i\neq j).
\]
Such a family exists if and only if \(2^{\lfloor m/2\rfloor}\) divides \(d\). For \(n\) qubits, \(d=2^n\), and the condition becomes \(m\le 2n+1\).

The \(2n\) Jordan–Wigner generators and the total parity operator satisfy these relations, so together they form a largest possible family.

## Encodings and groups of anticommuting Pauli strings

A fermion-to-qubit encoding that represents every single Majorana operator on a finite register of \(n\) qubits has room for at most \(2n+1\) of them. Each fermion mode takes two, so the register holds at most \(n\) modes. A routine that allocates generators can check this before it builds any matrix.

The bound also limits measurement schemes for electronic-structure Hamiltonians on finitely many qubits that collect mutually anticommuting Pauli strings into groups. Each group has at most \(2n+1\) members, so \(N\) distinct strings need at least \(N/(2n+1)\) groups.

## Each pair of generators halves the space

Let \(c_0,\dots,c_{2k+1}\) be operators on a finite-dimensional complex space \(V\) that square to one and mutually anticommute. Put \(a=c_0\), \(b=c_1\) and \(d_i=c_{i+2}\), and define the parity of the first pair as \(P=i\,ab\), where the prefactor \(i\) is the imaginary unit. Then
\[
P^2=-abab=a^2b^2=1,\qquad Pa=i\,aba=-i\,a^2b=-aP.
\]
Each \(d_j\) anticommutes with both \(a\) and \(b\). The two signs cancel, so \(Pd_j=d_jP\).

Let \(W\) be the space of vectors with \(Pw=w\). The map
\[
\varphi:W\times W\to V,\qquad \varphi(w_1,w_2)=w_1+a w_2
\]
is a bijection:

- **Injective.** If \(w_1+aw_2=0\), applying \(P\) gives \(w_1-aw_2=0\). Half the sum and half the difference give \(w_1=0\) and \(aw_2=0\), and then \(w_2=a^2w_2=0\).
- **Surjective.** Given \(v\), take \(w_1=\tfrac12(v+Pv)\) and \(w_2=\tfrac12a(v-Pv)\). Clearly \(Pw_1=w_1\), and \(Pw_2=-\tfrac12a(Pv-v)=w_2\). Since \(a^2=1\), \(w_1+aw_2=\tfrac12(v+Pv)+\tfrac12(v-Pv)=v\).

Hence \(\dim V=2\dim W\). The \(2k\) operators \(d_j\) commute with \(P\), so they map \(W\) into itself and keep their relations there. By induction \(2^k\) divides \(\dim W\), so \(2^{k+1}\) divides \(\dim V\). The induction starts with no operators, where the claim is that \(1\) divides \(\dim V\).

For \(m\) matrices, apply this to the first \(2\lfloor m/2\rfloor\) of them. It follows that \(2^{\lfloor m/2\rfloor}\) divides \(d\). Hermiticity was not used.

## Doubling the space adds two generators

For the converse, write \(d=2^kr\) with \(k=\lfloor m/2\rfloor\). Start from the single \(r\times r\) identity matrix, which is a family of one. Given a family \(\gamma_i\), form
\[
Z'=\begin{pmatrix}1&0\\0&-1\end{pmatrix},\quad
Y'=\begin{pmatrix}0&-i\\i&0\end{pmatrix},\quad
\Gamma_j=\begin{pmatrix}0&\gamma_j\\\gamma_j&0\end{pmatrix},
\]
where numbers stand for multiples of the identity block. All are Hermitian and square to one. The products are
\[
Z'Y'=\begin{pmatrix}0&-i\\-i&0\end{pmatrix}=-Y'Z',\qquad
Z'\Gamma_j=\begin{pmatrix}0&\gamma_j\\-\gamma_j&0\end{pmatrix}=-\Gamma_jZ',
\]
\[
Y'\Gamma_j=\begin{pmatrix}-i\gamma_j&0\\0&i\gamma_j\end{pmatrix}=-\Gamma_jY',
\]
and, for \(j\ne l\),
\[
\Gamma_j\Gamma_l=\begin{pmatrix}\gamma_j\gamma_l&0\\0&\gamma_j\gamma_l\end{pmatrix}=-\Gamma_l\Gamma_j.
\]
After \(k\) steps there are \(2k+1\) matrices of size \(2^kr=d\). Since \(m\le2k+1\), dropping any surplus leaves \(m\).

For \(d=2^n\), \(2^{\lfloor m/2\rfloor}\) divides \(2^n\) exactly when \(\lfloor m/2\rfloor\le n\), that is, when \(m\le2n+1\).

With \(r=1\), the construction gives \(Z_0,\,Y_0,\,X_0Z_1,\,X_0Y_1,\dots\) and finally \(X_0\cdots X_{n-1}\). A Hadamard rotation on every qubit turns this into the usual Jordan–Wigner form with \(Z\) strings, up to signs, and the last member becomes the total parity \(Z_0\cdots Z_{n-1}\).

## The Lean source

```lean
import Mathlib

open Matrix Module

namespace MajoranaCounting

/-- A Majorana family: Hermitian complex matrices that square to one and
mutually anticommute. -/
structure IsMajoranaFamily {ι κ : Type*} [Fintype κ] [DecidableEq κ]
    (γ : ι → Matrix κ κ ℂ) : Prop where
  herm : ∀ i, (γ i).IsHermitian
  sq : ∀ i, γ i * γ i = 1
  anti : ∀ i j, i ≠ j → γ i * γ j = -(γ j * γ i)

/-- The sector of a parity operator `P`: all vectors `v` with `P v = v`. -/
def evenSector {V : Type*} [AddCommGroup V] [Module ℂ V] (P : V →ₗ[ℂ] V) :
    Submodule ℂ V :=
  LinearMap.ker (P - LinearMap.id)

/-- A vector lies in the even sector exactly when the parity operator fixes it. -/
theorem mem_evenSector {V : Type*} [AddCommGroup V] [Module ℂ V] (P : V →ₗ[ℂ] V) (v : V) :
    v ∈ evenSector P ↔ P v = v := by
  simp [evenSector, sub_eq_zero]

/-- If `P` and `a` square to one and anticommute on a finite-dimensional space, then the
even sector of `P` has half the dimension of the space. -/
theorem finrank_eq_two_mul_evenSector {V : Type*} [AddCommGroup V] [Module ℂ V]
    [FiniteDimensional ℂ V] (P a : V →ₗ[ℂ] V) (hP : ∀ v, P (P v) = v)
    (ha : ∀ v, a (a v) = v) (hPa : ∀ v, P (a v) = -(a (P v))) :
    finrank ℂ V = 2 * finrank ℂ (evenSector P) := by
  -- two copies of the even sector fill the space: `(w₁, w₂) ↦ w₁ + a w₂`
  let φ : (evenSector P × evenSector P) →ₗ[ℂ] V :=
    (evenSector P).subtype.coprod (a ∘ₗ (evenSector P).subtype)
  have inj : Function.Injective φ := by
    rw [← LinearMap.ker_eq_bot, LinearMap.ker_eq_bot']
    rintro ⟨⟨x, hx⟩, ⟨y, hy⟩⟩ h
    have h1 : x + a y = 0 := h
    rw [mem_evenSector] at hx hy
    -- the parity operator flips the sign of the second part
    have h2 : x + -(a y) = 0 := by
      have h3 := congrArg P h1
      rwa [map_add, hPa, hx, hy, map_zero] at h3
    have hx0 : x = 0 := by
      linear_combination (norm := module) (1 / 2 : ℂ) • h1 + (1 / 2 : ℂ) • h2
    have hay : a y = 0 := by
      linear_combination (norm := module) (1 / 2 : ℂ) • h1 - (1 / 2 : ℂ) • h2
    have hy0 : y = 0 := by rw [← ha y, hay, map_zero]
    exact Prod.ext (Subtype.ext hx0) (Subtype.ext hy0)
  have surj : Function.Surjective φ := by
    intro v
    have m1 : (1 / 2 : ℂ) • (v + P v) ∈ evenSector P := by
      rw [mem_evenSector, map_smul, map_add, hP, add_comm]
    have m2 : (1 / 2 : ℂ) • a (v - P v) ∈ evenSector P := by
      rw [mem_evenSector]
      simp only [map_smul, map_sub, hPa, hP]
      module
    refine ⟨(⟨_, m1⟩, ⟨_, m2⟩), ?_⟩
    change (1 / 2 : ℂ) • (v + P v) + a ((1 / 2 : ℂ) • a (v - P v)) = v
    simp only [map_smul, map_sub, ha]
    module
  have e := (LinearEquiv.ofBijective φ ⟨inj, surj⟩).finrank_eq
  rw [Module.finrank_prod] at e
  omega

/-- If `2k` linear operators on a finite-dimensional complex space square to one and mutually
anticommute, then `2^k` divides the dimension of the space. -/
theorem two_pow_dvd_finrank (k : ℕ) : ∀ (V : Type*) [AddCommGroup V] [Module ℂ V]
    [FiniteDimensional ℂ V] (c : Fin (2 * k) → (V →ₗ[ℂ] V)),
    (∀ i v, c i (c i v) = v) → (∀ i j, i ≠ j → ∀ v, c i (c j v) = -(c j (c i v))) →
    2 ^ k ∣ finrank ℂ V := by
  induction k with
  | zero => intros; simp
  | succ k ih =>
    intro V _ _ _ c hsq hanti
    -- split off one pair `a, b`; the others are called `d`
    obtain ⟨a, ha'⟩ : ∃ a, a = c ⟨0, by omega⟩ := ⟨_, rfl⟩
    obtain ⟨b, hb'⟩ : ∃ b, b = c ⟨1, by omega⟩ := ⟨_, rfl⟩
    obtain ⟨d, hd'⟩ : ∃ d : Fin (2 * k) → (V →ₗ[ℂ] V),
        ∀ i, d i = c ⟨i.val + 2, by have := i.isLt; omega⟩ := ⟨_, fun _ => rfl⟩
    have ha : ∀ v, a (a v) = v := by rw [ha']; exact hsq _
    have hb : ∀ v, b (b v) = v := by rw [hb']; exact hsq _
    have hba : ∀ v, b (a v) = -(a (b v)) := by
      rw [ha', hb']; exact hanti _ _ (by simp)
    have hda : ∀ i v, d i (a v) = -(a (d i v)) := by
      intro i; rw [ha', hd']; exact hanti _ _ (by simp [Fin.ext_iff])
    have hdb : ∀ i v, d i (b v) = -(b (d i v)) := by
      intro i; rw [hb', hd']
      exact hanti _ _ (by
        intro e
        have h := congrArg Fin.val e
        change i.val + 2 = 1 at h
        omega)
    -- the parity `P = i a b` of this mode
    obtain ⟨P, hPv⟩ : ∃ P : V →ₗ[ℂ] V, ∀ v, P v = Complex.I • a (b v) :=
      ⟨Complex.I • (a ∘ₗ b), fun _ => rfl⟩
    have hP : ∀ v, P (P v) = v := by
      intro v
      simp only [hPv, map_smul, hba, map_neg, hb, ha, smul_neg, smul_smul,
        Complex.I_mul_I, neg_smul, one_smul, neg_neg]
    have hPa : ∀ v, P (a v) = -(a (P v)) := by
      intro v
      simp only [hPv, hba, map_neg, map_smul, smul_neg]
    -- the remaining operators conserve `P` and act within its even sector
    have hPd : ∀ i v, P (d i v) = d i (P v) := by
      intro i v
      simp only [hPv, map_smul, hda, hdb, map_neg, neg_neg]
    have hmem : ∀ i, ∀ w ∈ evenSector P, d i w ∈ evenSector P := by
      intro i w hw
      rw [mem_evenSector] at hw ⊢
      rw [hPd, hw]
    have key := ih (evenSector P) (fun i => (d i).restrict (hmem i))
      (fun i w => Subtype.ext (by
        change d i (d i w) = w
        rw [hd']; exact hsq _ _))
      (fun i j hij w => Subtype.ext (by
        change d i (d j w) = -(d j (d i w))
        rw [hd', hd']
        exact hanti _ _ (by simpa [Fin.ext_iff] using hij) _))
    rw [finrank_eq_two_mul_evenSector P a hP ha hPa, pow_succ, mul_comm]
    exact mul_dvd_mul_left 2 key

/-- Adding one fermion mode: the space is doubled, the old generators become off-diagonal
blocks, and two new generators of Pauli `Z` and `Y` form join them. -/
def addMode {ι κ : Type*} [DecidableEq κ] (γ : ι → Matrix κ κ ℂ) :
    Option (Option ι) → Matrix (κ ⊕ κ) (κ ⊕ κ) ℂ
  | none => fromBlocks 1 0 0 (-1)
  | some none => fromBlocks 0 (-(Complex.I • 1)) (Complex.I • 1) 0
  | some (some i) => fromBlocks 0 (γ i) (γ i) 0

/-- Adding one mode to a Majorana family gives a Majorana family. -/
theorem IsMajoranaFamily.addMode {ι κ : Type*} [Fintype κ] [DecidableEq κ]
    {γ : ι → Matrix κ κ ℂ} (h : IsMajoranaFamily γ) :
    IsMajoranaFamily (MajoranaCounting.addMode γ) where
  herm := by
    rintro (_ | _ | i)
    · simp [Matrix.IsHermitian, MajoranaCounting.addMode, fromBlocks_conjTranspose]
    · simp [Matrix.IsHermitian, MajoranaCounting.addMode, fromBlocks_conjTranspose]
    · simp [Matrix.IsHermitian, MajoranaCounting.addMode, fromBlocks_conjTranspose, (h.herm i).eq]
  sq := by
    rintro (_ | _ | i) <;>
      simp [MajoranaCounting.addMode, fromBlocks_multiply, smul_smul, h.sq]
  anti := by
    rintro (_ | _ | i) (_ | _ | j) hij
    any_goals exact absurd rfl hij
    all_goals simp [MajoranaCounting.addMode, fromBlocks_multiply, fromBlocks_neg, fromBlocks_inj]
    exact h.anti i j (fun e => hij (by rw [e]))

/-- A Majorana family stays one when basis states are relabelled and generators are
relabelled or dropped without repetition. -/
theorem IsMajoranaFamily.relabel {ι ι' κ κ' : Type*} [Fintype κ] [DecidableEq κ]
    [Fintype κ'] [DecidableEq κ'] {γ : ι → Matrix κ κ ℂ} (h : IsMajoranaFamily γ)
    {f : ι' → ι} (hf : Function.Injective f) (e : κ' ≃ κ) :
    IsMajoranaFamily (fun i => (γ (f i)).submatrix e e) where
  herm i := (h.herm (f i)).submatrix e
  sq i := by rw [submatrix_mul_equiv, h.sq, submatrix_one_equiv]
  anti i j hij := by
    rw [submatrix_mul_equiv, submatrix_mul_equiv, h.anti _ _ (hf.ne hij)]
    rfl

/-- For all `k` and `r` there is a Majorana family of `2k + 1` matrices of size `2^k r`. -/
theorem exists_family (k r : ℕ) :
    ∃ γ : Fin (2 * k + 1) → Matrix (Fin (2 ^ k * r)) (Fin (2 ^ k * r)) ℂ,
      IsMajoranaFamily γ := by
  induction k with
  | zero =>
    refine ⟨fun _ => 1, fun _ => isHermitian_one, fun _ => one_mul 1, fun i j hij => ?_⟩
    exact absurd (Fin.ext (by have := i.isLt; have := j.isLt; omega)) hij
  | succ k ih =>
    obtain ⟨γ, h⟩ := ih
    have e₁ : Fin (2 * (k + 1) + 1) ≃ Option (Option (Fin (2 * k + 1))) :=
      Fintype.equivOfCardEq (by simp only [Fintype.card_fin, Fintype.card_option]; omega)
    have e₂ : Fin (2 ^ (k + 1) * r) ≃ Fin (2 ^ k * r) ⊕ Fin (2 ^ k * r) :=
      Fintype.equivOfCardEq (by simp only [Fintype.card_fin, Fintype.card_sum]; ring)
    exact ⟨_, h.addMode.relabel e₁.injective e₂⟩

/-- A Majorana family of `m` matrices of size `d` exists if and only if `2^⌊m/2⌋`
divides `d`. -/
theorem exists_family_iff_dvd (m d : ℕ) :
    (∃ γ : Fin m → Matrix (Fin d) (Fin d) ℂ, IsMajoranaFamily γ) ↔ 2 ^ (m / 2) ∣ d := by
  constructor
  · rintro ⟨γ, h⟩
    have hm : 2 * (m / 2) ≤ m := by omega
    -- let the matrices act on column vectors and count dimensions
    have key := two_pow_dvd_finrank (m / 2) (Fin d → ℂ)
      (fun i => (γ (Fin.castLE hm i)).mulVecLin)
      (fun i v => by simp only [mulVecLin_apply, mulVec_mulVec, h.sq, one_mulVec])
      (fun i j hij v => by
        simp only [mulVecLin_apply, mulVec_mulVec]
        rw [h.anti (Fin.castLE hm i) (Fin.castLE hm j)
          ((Fin.castLE_injective hm).ne hij), neg_mulVec])
    rwa [Module.finrank_fin_fun] at key
  · rintro ⟨r, rfl⟩
    obtain ⟨γ, h⟩ := exists_family (m / 2) r
    have hm : m ≤ 2 * (m / 2) + 1 := by omega
    exact ⟨_, h.relabel (Fin.castLE_injective hm) (Equiv.refl _)⟩

/-- On `n` qubits there are `m` Hermitian matrices that square to one and mutually
anticommute if and only if `m ≤ 2n + 1`. -/
theorem exists_family_qubits_iff (n m : ℕ) :
    (∃ γ : Fin m → Matrix (Fin (2 ^ n)) (Fin (2 ^ n)) ℂ, IsMajoranaFamily γ) ↔
      m ≤ 2 * n + 1 := by
  rw [exists_family_iff_dvd, Nat.pow_dvd_pow_iff_le_right (by norm_num)]
  omega

end MajoranaCounting
```

```lean
#print axioms MajoranaCounting.exists_family_qubits_iff
```

```
'MajoranaCounting.exists_family_qubits_iff' depends on axioms: [propext, Classical.choice, Quot.sound]
```

## Generators, sectors and sizes in Lean

`IsMajoranaFamily γ` states the three relations for matrices whose rows and columns are labelled by a finite type `κ`. The normalisation is \(\gamma_i^2=1\); texts that use \(\gamma_i^2=\tfrac12\) differ by a factor \(\sqrt2\). In the final theorems, `Fin m` labels the generators and `Fin d` or `Fin (2 ^ n)` the basis states, all counted from zero.

`evenSector P` is the space \(W\) of vectors fixed by `P`. The name follows the sign of \(P\), not an occupation number: if the annihilation operator of the mode is \((a+ib)/2\), the value \(P=+1\) means an occupied mode, and if it is \((a-ib)/2\), an empty one.

`exists_family_iff_dvd` is the divisibility criterion and `exists_family_qubits_iff` the qubit bound. The smallest cases are included. For \(n=0\) the matrices are \(1\times1\) and at most one generator exists. For \(d=0\) the empty matrix satisfies every relation, in agreement with the fact that every power of two divides zero.

## From one parity sector to the count

`finrank_eq_two_mul_evenSector` proves \(\dim V=2\dim W\) through the map `φ`. In the injectivity part, `h2` is the equation obtained by applying \(P\), and the `linear_combination` steps take half the sum and half the difference. The surjectivity part supplies the two vectors given above.

`two_pow_dvd_finrank` is the induction over pairs. Its statement ranges over all spaces `V`, which allows the induction hypothesis to be applied to the sector itself. `hPd` is the commutation of \(P\) with the remaining operators, `hmem` says that they preserve the sector, and `restrict` turns them into operators on it.

`addMode` contains the three block forms: `none` is \(Z'\), `some none` is \(Y'\), and `some (some i)` is \(\Gamma_i\). `IsMajoranaFamily.addMode` checks the relations block by block. `IsMajoranaFamily.relabel` permits renaming basis states and dropping generators, and `exists_family` repeats the doubling.

In `exists_family_iff_dvd`, `mulVecLin` lets the matrices act on column vectors, and `Fin.castLE` selects the first \(2\lfloor m/2\rfloor\) of them. The qubit theorem then compares exponents of two.

## Existence is guaranteed, a particular encoding is not

The theorems settle how many generators a matrix size allows. They don't single out matrices for a code to load: the relabelling of basis states in `exists_family` is an unspecified bijection, and no Jordan–Wigner matrices are defined by name. That a given implementation satisfies the relations has to be checked separately; once it does, the bound applies to it.

The relations are exact equalities between finite complex matrices. Arrays that satisfy them only to within a tolerance need a further argument, and infinite-dimensional spaces lie outside the theorems. The step from the model to a real system is the identification of each matrix with a physical Majorana mode, which the encoding has to supply.

## Dirac matrices need a size divisible by four

The same argument handles mutually anticommuting matrices of which some square to \(-1\). Multiplying those by \(i\) makes them square to \(+1\) and preserves anticommutation, and the dimension count never used Hermiticity. The four Dirac matrices, with squares \(+1,-1,-1,-1\), therefore need a size divisible by \(2^2=4\), so no two-component version of all four exists. This corollary is an argument in prose and has no Lean statement above.
